# Mean-subtracted egg-box forces on two or more independent atoms on a line have no potential unless their common periodic ripple is constant

## Atoms, ripple and corrected forces

Let $n$ atoms sit on a line, with positions $x_k$, where $k$ runs over a finite index set. Each atom feels the same differentiable ripple $u:\mathbb R\to\mathbb R$, and the energy is

$$E(x)=\sum_k u(x_k).$$

The raw force on atom $i$ is $-\partial E/\partial x_i=-u'(x_i)$. The corrected force is the raw force minus the mean of all raw forces:

$$G_i(x)=-u'(x_i)+\frac1n\sum_k u'(x_k).$$

A force field is called conservative if some differentiable function $V$ of all the positions satisfies $\partial V/\partial x_i=-G_i$ for every $i$.

The ripple stands for the egg-box effect: on a real-space grid, the computed energy of an atom depends on where the atom lies relative to the grid points, with the grid spacing as period. The raw forces then need not add up to zero, although no external force acts. Subtracting the mean repairs the sum, since $\sum_i G_i=0$. The question is whether the repaired forces still belong to an energy.

## What is proved

For $n\ge 2$ and differentiable $u$, the corrected forces are conservative if and only if $u'(s)=a+bs$ for some constants $a,b$. If $u$ also has a period $L\neq0$, they are conservative if and only if $u$ is constant. In particular, two atoms at $x$ and $y$ with energy $\cos x+\cos y$ have corrected forces

$$\tfrac12(\sin x-\sin y),\qquad \tfrac12(\sin y-\sin x),$$

and these are not minus the gradient of any differentiable function on $\mathbb R^2$.

In the Lean file a configuration is a function `x : ι → ℝ`, where `ι` is the finite set of atoms, and `[Nontrivial ι]` says that there are at least two of them. The number $n$ is `Fintype.card ι`. The expression `update x i t` is the configuration `x` with atom `i` moved to `t`, so a partial derivative is the ordinary derivative of `fun t => V (update x i t)` at `x i`. `IsPotential V F` requires this derivative to be `-F x i` and `V` to be differentiable as a function of all coordinates together. `IsConservative F` says that such a `V` exists. `correctedForce u` is $G$, and `Periodic u L` means $u(s+L)=u(s)$ for all $s$. In the two-atom theorem `ι` is `Fin 2`, with $x$ and $y$ written as `x 0` and `x 1`.

The model has one coordinate per atom, one ripple shared by all atoms, no interaction between atoms, and equal weights in the mean. Different species, three-dimensional grids and mass-weighted corrections are not treated. For molecular dynamics with grid-based electronic structure, the result means that in this non-interacting, one-dimensional model, with two or more atoms and a periodic ripple that is not constant, removing the net force by plain averaging leaves forces that have no potential energy.

## Two ways around a rectangle

Suppose that $V$ exists. Choose two different atoms $i$ and $j$, put them at $s$ and $t$, and keep all the others at the origin. Write $W(s,t)$ for the resulting value of $V$, and set $m=1/n$ and $c=(n-2)\,u'(0)$. The sum of all slopes is then $c+u'(s)+u'(t)$, so

$$\partial_sW=u'(s)-m\,[c+u'(t)+u'(s)],\qquad \partial_tW=u'(t)-m\,[c+u'(s)+u'(t)].$$

Along each edge of the rectangle with corners $(0,0)$ and $(1,t)$ one coordinate is fixed, and the slope of $W$ is $(1-m)$ times the slope of $u$, minus a constant. Hence

$$\begin{aligned}
W(1,t)-W(0,t)&=(1-m)[u(1)-u(0)]-m\,[c+u'(t)],\\
W(0,t)-W(0,0)&=(1-m)[u(t)-u(0)]-m\,[c+u'(0)]\,t,\\
W(1,0)-W(0,0)&=(1-m)[u(1)-u(0)]-m\,[c+u'(0)],\\
W(1,t)-W(1,0)&=(1-m)[u(t)-u(0)]-m\,[c+u'(1)]\,t.
\end{aligned}$$

The first two lines add up to $W(1,t)-W(0,0)$, and so do the last two. Equating the sums, the terms in $u$ and $c$ cancel:

$$-m\,u'(t)-m\,u'(0)\,t=-m\,u'(0)-m\,u'(1)\,t.$$

Division by $-m$ gives

$$u'(t)=u'(0)+[u'(1)-u'(0)]\,t.$$

The slope is affine. No second derivative of $u$ was used, so the argument also covers ripples for which equality of mixed derivatives could not be invoked.

## The energy that exists for an affine slope

Conversely, let $u'(s)=a+bs$, and let $\bar x=\frac1n\sum_kx_k$. The constant $a$ drops out of the corrected force:

$$-G_i=a+bx_i-(a+b\bar x)=b\,(x_i-\bar x).$$

A potential is

$$V(x)=\frac b2\Big(\sum_kx_k^2-\frac1n\Big(\sum_kx_k\Big)^2\Big)=\frac b2\sum_k(x_k-\bar x)^2,$$

because the middle expression has $\partial V/\partial x_i=\frac b2(2x_i-2\bar x)=b(x_i-\bar x)$.

## Periodic ripples and the cosine

Let $u$ have period $L\ne0$ and slope $a+bs$. The slope is periodic too, so $u'(L)=u'(0)$ gives $bL=0$ and $b=0$. Then $u(s)-as$ has zero derivative and is constant. Comparing $s=L$ with $s=0$ and using $u(L)=u(0)$ gives $aL=0$, so $a=0$ and $u$ is constant. In the other direction, a constant ripple has slope zero, which is affine.

For $u=\cos$ and two atoms, the raw forces are $\sin x$ and $\sin y$ with mean $\frac12(\sin x+\sin y)$, and subtraction gives the forces stated above. The cosine has period $2\pi$ and is not constant, since $\cos\pi=-1$ and $\cos0=1$. Hence there is no potential.

The failure shows up as work around a closed loop. Take the pair $(x,y)$ from $(0,0)$ to $(\pi,0)$, $(\pi,\pi/2)$, $(0,\pi/2)$ and back. The four edges contribute $1$, $\frac12$, $\frac\pi2-1$ and $-\frac12$, so the corrected forces do work $\pi/2$ while both atoms return to where they started.

## A single atom

The condition $n\ge2$ is needed. With one atom the mean force is the force itself, so the corrected force vanishes and $V=0$ is a potential for every ripple. For $u=\cos$ the corrected force is then conservative, although the ripple is not constant and its slope is not affine. The rectangle argument has no second atom to move.

## The Lean file

```lean
import Mathlib

open Function

namespace EggBoxForceCorrection

noncomputable section

variable {ι : Type*} [Fintype ι] [DecidableEq ι]

/-- `V` is a differentiable energy whose partial derivative along each atomic coordinate is
minus the force on that atom. -/
def IsPotential (V : (ι → ℝ) → ℝ) (F : (ι → ℝ) → ι → ℝ) : Prop :=
  Differentiable ℝ V ∧ ∀ x i, HasDerivAt (fun t => V (update x i t)) (-F x i) (x i)

/-- A force field is conservative if it is minus the gradient of some differentiable energy. -/
def IsConservative (F : (ι → ℝ) → ι → ℝ) : Prop := ∃ V, IsPotential V F

/-- The egg-box energy: each atom contributes the ripple `u` at its own position. -/
def rippleEnergy (u : ℝ → ℝ) (x : ι → ℝ) : ℝ := ∑ k, u (x k)

/-- The force on atom `i` after the mean force over all atoms has been subtracted. -/
def correctedForce (u : ℝ → ℝ) (x : ι → ℝ) (i : ι) : ℝ :=
  -deriv u (x i) - (∑ k, -deriv u (x k)) / (Fintype.card ι : ℝ)

/-- Moving one atom changes a sum of one-atom terms only in the term of that atom. -/
theorem sum_update (h : ℝ → ℝ) (x : ι → ℝ) (i : ι) (s : ℝ) :
    ∑ k, h (update x i s k) = ∑ k, h (x k) - h (x i) + h s := by
  have key : ∑ k, (h (update x i s k) - h (x k)) = h s - h (x i) := by
    rw [Fintype.sum_eq_single i]
    · rw [update_self]
    · intro k hk
      rw [update_of_ne hk, sub_self]
  rw [Finset.sum_sub_distrib] at key
  linarith

/-- The uncorrected forces are minus the gradient of the ripple energy. -/
theorem rippleEnergy_isPotential {u : ℝ → ℝ} (hu : Differentiable ℝ u) :
    IsPotential (rippleEnergy u) (fun (x : ι → ℝ) i => -deriv u (x i)) := by
  refine ⟨?_, fun x i => ?_⟩
  · unfold rippleEnergy
    fun_prop
  · simp only [rippleEnergy, sum_update, neg_neg]
    exact (hu (x i)).hasDerivAt.const_add _

omit [DecidableEq ι] in
/-- The corrected forces add up to zero. -/
theorem sum_correctedForce [Nonempty ι] (u : ℝ → ℝ) (x : ι → ℝ) :
    ∑ i, correctedForce u x i = 0 := by
  have hn : (Fintype.card ι : ℝ) ≠ 0 := Nat.cast_ne_zero.mpr Fintype.card_ne_zero
  unfold correctedForce
  rw [Finset.sum_sub_distrib, Finset.sum_const, Finset.card_univ, nsmul_eq_mul,
    mul_div_assoc', mul_div_cancel_left₀ _ hn, sub_self]

/-- Energy difference along a straight displacement of one atom, when the slope of the energy is
`h - m (a + h)` and `h` is the slope of the ripple `u`. -/
theorem energy_along_line {φ u h : ℝ → ℝ} (hu : ∀ s, HasDerivAt u (h s) s) (m a : ℝ)
    (hφ : ∀ s, HasDerivAt φ (h s - m * (a + h s)) s) (s : ℝ) :
    φ s - φ 0 = (1 - m) * (u s - u 0) - m * a * s := by
  have key : ∀ r, HasDerivAt (fun r => φ r - (1 - m) * u r + m * a * r) 0 r := fun r =>
    (((hφ r).fun_sub ((hu r).const_mul (1 - m))).fun_add
      ((hasDerivAt_id' r).const_mul (m * a))).congr_deriv (by ring)
  have hc := is_const_of_deriv_eq_zero (fun r => (key r).differentiableAt)
    (fun r => (key r).deriv) s 0
  linear_combination hc

/-- For two or more atoms, the mean-subtracted forces are conservative exactly when the slope of
the ripple is an affine function of position. -/
theorem correctedForce_conservative_iff [Nontrivial ι] {u : ℝ → ℝ} (hu : Differentiable ℝ u) :
    IsConservative (correctedForce (ι := ι) u) ↔ ∃ a b : ℝ, ∀ s, deriv u s = a + b * s := by
  have hn : (Fintype.card ι : ℝ) ≠ 0 := Nat.cast_ne_zero.mpr Fintype.card_ne_zero
  constructor
  · rintro ⟨V, -, hV⟩
    obtain ⟨i, j, hij⟩ := exists_pair_ne ι
    -- atoms `i` and `j` move, all others stay at the origin
    obtain ⟨c, hc⟩ : ∃ c, c = ∑ _k : ι, deriv u 0 - 2 * deriv u 0 := ⟨_, rfl⟩
    have hsum : ∀ s t, ∑ k, deriv u (update (update (0 : ι → ℝ) i s) j t k)
        = c + deriv u s + deriv u t := by
      intro s t
      rw [sum_update (deriv u), sum_update (deriv u), update_of_ne hij.symm, hc]
      simp only [Pi.zero_apply]
      ring
    have hA : ∀ t s, HasDerivAt (fun r => V (update (update (0 : ι → ℝ) i r) j t))
        (deriv u s - (Fintype.card ι : ℝ)⁻¹ * ((c + deriv u t) + deriv u s)) s := by
      intro t s
      have h := hV (update (update (0 : ι → ℝ) i s) j t) i
      have e : ∀ r, update (update (update (0 : ι → ℝ) i s) j t) i r
          = update (update (0 : ι → ℝ) i r) j t := by
        intro r
        rw [update_comm hij.symm, update_idem]
      have ei : update (update (0 : ι → ℝ) i s) j t i = s := by
        rw [update_of_ne hij, update_self]
      simp only [e, ei, correctedForce, Finset.sum_neg_distrib, hsum] at h
      exact h.congr_deriv (by ring)
    have hB : ∀ s t, HasDerivAt (fun r => V (update (update (0 : ι → ℝ) i s) j r))
        (deriv u t - (Fintype.card ι : ℝ)⁻¹ * ((c + deriv u s) + deriv u t)) t := by
      intro s t
      have h := hV (update (update (0 : ι → ℝ) i s) j t) j
      simp only [update_idem, update_self, correctedForce, Finset.sum_neg_distrib, hsum] at h
      exact h.congr_deriv (by ring)
    have hu' : ∀ s, HasDerivAt u (deriv u s) s := fun s => (hu s).hasDerivAt
    refine ⟨deriv u 0, deriv u 1 - deriv u 0, fun t => ?_⟩
    -- compare the two ways around the rectangle with corners (0, 0) and (1, t)
    have e1 := energy_along_line hu' _ _ (hA t) 1
    have e2 := energy_along_line hu' _ _ (hB 0) t
    have e3 := energy_along_line hu' _ _ (hA 0) 1
    have e4 := energy_along_line hu' _ _ (hB 1) t
    apply mul_left_cancel₀ (inv_ne_zero hn)
    linear_combination e1 + e2 - e3 - e4
  · rintro ⟨a, b, hab⟩
    -- a harmonic energy in the coordinates relative to their mean
    refine ⟨fun x => b / 2 * (∑ k, x k ^ 2 - (∑ k, x k) ^ 2 / (Fintype.card ι : ℝ)),
      by fun_prop, fun x i => ?_⟩
    have h2 := sum_update (fun s => s ^ 2) x i
    have h1 := sum_update (fun s => s) x i

    simp only [h1, h2]
    have hS : ∑ k, -deriv u (x k) = -((Fintype.card ι : ℝ) * a + b * ∑ k, x k) := by
      simp only [hab, Finset.sum_neg_distrib, Finset.sum_add_distrib, Finset.sum_const,
        Finset.card_univ, nsmul_eq_mul, Finset.mul_sum]
    have hd := ((((hasDerivAt_id' (x i)).fun_pow 2).const_add (∑ k, x k ^ 2 - x i ^ 2)).fun_sub
      ((((hasDerivAt_id' (x i)).const_add (∑ k, x k - x i)).fun_pow 2).div_const
        (Fintype.card ι : ℝ))).const_mul (b / 2)
    refine hd.congr_deriv ?_
    rw [correctedForce, hS, hab]
    have hm := mul_inv_cancel₀ hn
    simp only [Nat.reduceSub, pow_one, Nat.cast_ofNat]
    linear_combination a * hm

/-- For a differentiable ripple with a nonzero period and two or more atoms, the mean-subtracted
forces are conservative exactly when the ripple is constant. -/
theorem periodic_conservative_iff [Nontrivial ι] {u : ℝ → ℝ} (hu : Differentiable ℝ u)
    {L : ℝ} (hL : L ≠ 0) (hper : Periodic u L) :
    IsConservative (correctedForce (ι := ι) u) ↔ ∀ s, u s = u 0 := by
  rw [correctedForce_conservative_iff hu]
  constructor
  · rintro ⟨a, b, hab⟩
    -- the slope is periodic too, so it cannot grow linearly
    have hd : deriv u (0 + L) = deriv u 0 := by
      rw [← deriv_comp_add_const, funext hper]
    rw [hab, hab] at hd
    have hb : b = 0 := by
      have : b * L = 0 := by linarith
      exact (mul_eq_zero.mp this).resolve_right hL
    have key : ∀ r, HasDerivAt (fun r => u r - a * r) 0 r := fun r =>
      ((hu r).hasDerivAt.fun_sub ((hasDerivAt_id' r).const_mul a)).congr_deriv
        (by rw [hab, hb]; ring)
    have hc : ∀ s, u s - a * s = u 0 - a * 0 := fun s =>
      is_const_of_deriv_eq_zero (fun r => (key r).differentiableAt) (fun r => (key r).deriv) s 0
    have hp : u L = u 0 := by simpa using hper 0
    have ha : a = 0 := by
      have : a * L = 0 := by linarith [hc L]
      exact (mul_eq_zero.mp this).resolve_right hL
    intro s
    have := hc s
    rw [ha] at this
    linarith
  · intro h
    refine ⟨0, 0, fun s => ?_⟩
    have hconst : u = fun _ => u 0 := funext h
    rw [hconst, deriv_const]
    ring

/-- Two atoms with ripple energy `cos x + cos y`: the mean-subtracted forces
`(sin x - sin y)/2` and `(sin y - sin x)/2` are not minus the gradient of any differentiable
energy. -/
theorem cosine_pair_not_conservative :
    ¬ IsConservative (fun x : Fin 2 → ℝ =>
      ![(Real.sin (x 0) - Real.sin (x 1)) / 2, (Real.sin (x 1) - Real.sin (x 0)) / 2]) := by
  have hF : (fun x : Fin 2 → ℝ =>
      ![(Real.sin (x 0) - Real.sin (x 1)) / 2, (Real.sin (x 1) - Real.sin (x 0)) / 2])
      = correctedForce Real.cos := by
    funext x i
    fin_cases i <;> simp [correctedForce, Fin.sum_univ_two] <;> ring
  rw [hF, periodic_conservative_iff Real.differentiable_cos Real.two_pi_pos.ne'
    Real.cos_periodic]
  intro h
  have := h Real.pi
  rw [Real.cos_pi, Real.cos_zero] at this
  norm_num at this

end

end EggBoxForceCorrection
```

```lean
#print axioms EggBoxForceCorrection.rippleEnergy_isPotential
-- 'EggBoxForceCorrection.rippleEnergy_isPotential' depends on axioms: [propext, Classical.choice, Quot.sound]
#print axioms EggBoxForceCorrection.sum_correctedForce
-- 'EggBoxForceCorrection.sum_correctedForce' depends on axioms: [propext, Classical.choice, Quot.sound]
#print axioms EggBoxForceCorrection.periodic_conservative_iff
-- 'EggBoxForceCorrection.periodic_conservative_iff' depends on axioms: [propext, Classical.choice, Quot.sound]
#print axioms EggBoxForceCorrection.cosine_pair_not_conservative
-- 'EggBoxForceCorrection.cosine_pair_not_conservative' depends on axioms: [propext, Classical.choice, Quot.sound]
```

## How the proof follows the derivation

`sum_update` says that moving atom `i` to `s` replaces one term of a sum over atoms. It gives the gradient of the ripple energy in `rippleEnergy_isPotential`, and it is used again whenever a partial derivative is computed. `sum_correctedForce` checks that the net corrected force is zero.

`energy_along_line` is the calculation for one edge. Its `φ` is the energy along the edge, `h` is the slope of `u`, `m` is $1/n$, and `a` collects the slopes of the atoms that stay fixed, for instance $c+u'(t)$ when atom $i$ moves.

In the forward half of `correctedForce_conservative_iff`, `hsum` evaluates the sum of slopes when two atoms are displaced, and `hA` and `hB` are the formulas for $\partial_sW$ and $\partial_tW$. The facts `e1` to `e4` are the four edge equations in the order displayed above. The goal is first multiplied by $1/n$ through `mul_left_cancel₀`, and then `linear_combination e1 + e2 - e3 - e4` equates the two routes. The pattern `⟨V, -, hV⟩` discards the joint differentiability of `V`, because this half uses only the partial derivatives.

The backward half supplies the quadratic energy. `fun_prop` proves that it is differentiable, `hd` is its partial derivative, and the final `linear_combination` matches that derivative with minus the corrected force.

`periodic_conservative_iff` starts from the affine criterion and removes `b` and then `a`, as in the derivation. `cosine_pair_not_conservative` first shows, one atom at a time, that the explicit pair of forces equals `correctedForce Real.cos`. It then applies the periodic theorem and evaluates the cosine at $\pi$ and $0$.

## Constancy from a zero derivative

The edge equations look like integrals, but the file contains none. A derivative that exists everywhere can still fail to be integrable, and `u` is assumed only to be differentiable. The proof turns instead on Mathlib's `is_const_of_deriv_eq_zero`: a differentiable function whose derivative is zero everywhere takes the same value at any two points.

In `energy_along_line` it is applied to

$$r\mapsto\varphi(r)-(1-m)\,u(r)+m\,a\,r,$$

whose derivative is $h-m(a+h)-(1-m)h+ma=0$. Comparing the points $s$ and $0$ gives the edge equation. The same device, applied to $u(r)-ar$ with $a$ now the constant in $u'(s)=a+bs$, finishes the periodic case.

The lemma asks for differentiability as well as for `deriv f x = 0`, and it has to: Mathlib sets `deriv` to zero where no derivative exists, so a step function satisfies the second condition everywhere without being constant. The proof therefore establishes `key` as a `HasDerivAt` statement, which supplies both conditions at once.
